# In a finite Ising model, ⟨tanh(b_i + Σ_j J_ij s_j) s_i⟩ is strictly less than ⟨s_i²⟩

The lemma concerns Ising spins s_j = ±1 on a finite set of sites, with arbitrary real couplings J and fields b and with temperature absorbed into both. It states that the thermal average of tanh(b_i + Σ_j J_ij s_j) s_i is strictly less than that of s_i², where averages are Boltzmann-weighted sums divided by the partition function. J need not be symmetric or have zero diagonal, and the sum over j includes j = i. The proof cancels the positive partition function, compares the sums configuration by configuration, and cancels the positive weight. It then treats s_i = 1 and s_i = -1 separately, seeking a contradiction from an identity that relates s_i - tanh x to s_i + tanh x, with x the argument of the tanh above.

The first attempt, which Lean rejects:

```lean
import Mathlib

open Finset

namespace CallenIdentity

noncomputable section

/-- A configuration assigns to each site one of the two units `1`, `-1`. -/
abbrev Config (ι : Type*) := ι → ℤˣ

variable {ι : Type*}

/-- The real value of the Ising spin at site `i`. -/
def spin (σ : Config ι) (i : ι) : ℝ := ((σ i : ℤ) : ℝ)

/-- An Ising spin takes only the values `1` and `-1`. -/
theorem spin_eq (σ : Config ι) (i : ι) : spin σ i = 1 ∨ spin σ i = -1 := by
  rcases Int.units_eq_one_or (σ i) with h | h <;> simp [spin, h]

variable [DecidableEq ι]

variable [Fintype ι]

/-- The Boltzmann exponent; for symmetric `J` the factor `1/2` makes each pair of distinct sites
count once. -/
def exponent (J : ι → ι → ℝ) (b : ι → ℝ) (σ : Config ι) : ℝ :=
  1 / 2 * (∑ k, ∑ l, J k l * spin σ k * spin σ l) + ∑ k, b k * spin σ k

/-- The Boltzmann weight of a configuration. -/
def weight (J : ι → ι → ℝ) (b : ι → ℝ) (σ : Config ι) : ℝ := Real.exp (exponent J b σ)

/-- The partition function. -/
def partitionFn (J : ι → ι → ℝ) (b : ι → ℝ) : ℝ := ∑ σ : Config ι, weight J b σ

/-- The thermal average of an observable. -/
def thermalAvg (J : ι → ι → ℝ) (b : ι → ℝ) (f : Config ι → ℝ) : ℝ :=
  (∑ σ, weight J b σ * f σ) / partitionFn J b

/-- The partition function is positive. -/
theorem partitionFn_pos (J : ι → ι → ℝ) (b : ι → ℝ) : 0 < partitionFn J b :=
  Finset.sum_pos (fun _ _ => Real.exp_pos _) Finset.univ_nonempty

private lemma one_sub_tanh (x : ℝ) :
    1 - Real.tanh x = Real.exp (-(2 * x)) * (1 + Real.tanh x) := by
  have ht : Real.tanh x * Real.cosh x = Real.sinh x := by
    rw [Real.tanh_eq_sinh_div_cosh, div_mul_cancel₀ _ (Real.cosh_pos x).ne']
  have h3 : Real.exp (-(2 * x)) * Real.exp x = Real.exp (-x) := by
    rw [← Real.exp_add]; congr 1; ring
  apply mul_right_cancel₀ (Real.cosh_pos x).ne'
  linear_combination -ht + Real.cosh_sub_sinh x - Real.exp (-(2 * x)) * ht
    - Real.exp (-(2 * x)) * Real.cosh_add_sinh x - h3

private lemma spin_sub_tanh {s : ℝ} (hs : s = 1 ∨ s = -1) (x : ℝ) :
    s - Real.tanh x = Real.exp (-(2 * s * x)) * (s + Real.tanh x) := by
  rcases hs with rfl | rfl
  · rw [mul_one]; exact one_sub_tanh x
  · have h := one_sub_tanh (-x)
    have e : -(2 * (-1) * x) = -(2 * -x) := by ring
    rw [Real.tanh_neg] at h
    rw [e]
    linear_combination -h

/-- For the observable `s_i` itself the two sides of the Callen identity differ strictly. -/
theorem callen_strict_for_same_spin (J : ι → ι → ℝ) (b : ι → ℝ) (i : ι) :
    thermalAvg J b (fun σ => Real.tanh (b i + ∑ j, J i j * spin σ j) * spin σ i)
      < thermalAvg J b (fun σ => spin σ i * spin σ i) := by
  unfold thermalAvg
  refine div_lt_div_of_pos_right ?_ (partitionFn_pos J b)
  refine Finset.sum_lt_sum_of_nonempty Finset.univ_nonempty fun σ _ => ?_
  refine mul_lt_mul_of_pos_left ?_ (Real.exp_pos _)
  have h := spin_sub_tanh (spin_eq σ i) (b i + ∑ j, J i j * spin σ j)
  have hE := Real.exp_pos (-(2 * spin σ i * (b i + ∑ j, J i j * spin σ j)))
  rcases spin_eq σ i with hs | hs
  · rw [hs] at h hE ⊢
    by_contra hc
    nlinarith
  · rw [hs] at h hE ⊢
    by_contra hc
    nlinarith

end

end CallenIdentity
```

Lean reports:

```
Main.lean:75:8: error: Tactic `rewrite` failed: Did not find an occurrence of the pattern
  spin σ i
in the target expression
  (fun σ => Real.tanh (b i + ∑ j, J i j * spin σ j) * spin σ i) σ < (fun σ => spin σ i * spin σ i) σ

case inl
ι : Type u_1
inst✝¹ : DecidableEq ι
inst✝ : Fintype ι
J : ι → ι → ℝ
b : ι → ℝ
i : ι
σ : Config ι
x✝ : σ ∈ univ
h :
  1 - Real.tanh (b i + ∑ j, J i j * spin σ j) =
    Real.exp (-(2 * 1 * (b i + ∑ j, J i j * spin σ j))) * (1 + Real.tanh (b i + ∑ j, J i j * spin σ j))
hE : 0 < Real.exp (-(2 * 1 * (b i + ∑ j, J i j * spin σ j)))
hs : spin σ i = 1
⊢ (fun σ => Real.tanh (b i + ∑ j, J i j * spin σ j) * spin σ i) σ < (fun σ => spin σ i * spin σ i) σ
Main.lean:78:8: error: Tactic `rewrite` failed: Did not find an occurrence of the pattern
  spin σ i
in the target expression
  (fun σ => Real.tanh (b i + ∑ j, J i j * spin σ j) * spin σ i) σ < (fun σ => spin σ i * spin σ i) σ

case inr
ι : Type u_1
inst✝¹ : DecidableEq ι
inst✝ : Fintype ι
J : ι → ι → ℝ
b : ι → ℝ
i : ι
σ : Config ι
x✝ : σ ∈ univ
h :
  -1 - Real.tanh (b i + ∑ j, J i j * spin σ j) =
    Real.exp (-(2 * -1 * (b i + ∑ j, J i j * spin σ j))) * (-1 + Real.tanh (b i + ∑ j, J i j * spin σ j))
hE : 0 < Real.exp (-(2 * -1 * (b i + ∑ j, J i j * spin σ j)))
hs : spin σ i = -1
⊢ (fun σ => Real.tanh (b i + ∑ j, J i j * spin σ j) * spin σ i) σ < (fun σ => spin σ i * spin σ i) σ
```

The repair, with which the file compiles:

```diff
@@ -72,11 +72,12 @@
   have h := spin_sub_tanh (spin_eq σ i) (b i + ∑ j, J i j * spin σ j)
   have hE := Real.exp_pos (-(2 * spin σ i * (b i + ∑ j, J i j * spin σ j)))
+  beta_reduce
   rcases spin_eq σ i with hs | hs
   · rw [hs] at h hE ⊢
     by_contra hc
-    nlinarith
+    nlinarith [mul_nonneg hE.le (sub_nonneg.mpr (not_lt.mp hc))]
   · rw [hs] at h hE ⊢
     by_contra hc
-    nlinarith
+    nlinarith [mul_nonneg hE.le (sub_nonneg.mpr (not_lt.mp hc))]
 
 end
```

What went wrong. Both messages say that `rw [hs]` finds no `spin σ i` in the goal, though it has already rewritten `h` and `hE`. Each side of the goal is still a function applied to `σ`, of the form `(fun σ => …) σ`. The `σ` inside the function is a bound variable, not the fixed configuration that `hs` speaks of, so the pattern does not occur. `beta_reduce` carries out the application, and `spin σ i` then appears in the goal. Placed before the case split, it serves both cases.

The other change hands `nlinarith` a product: the positive exponential times the nonnegative difference obtained from the negated goal `hc`. With this product, `h`, `hE` and `hc` contradict each other by linear arithmetic. The messages do not show whether `nlinarith` needed this help, since in both cases the proof stopped at `rw` before reaching it.
